# An exponential bound on the energy error of imaginary-time projection onto a gapped ground state

Let $H$ be a bounded Hermitian operator on a complex Hilbert space, with unit ground state $u$, ground energy $E_0$ and an excitation gap of at least $g>0$. For a unit trial state $v$ with $\langle u,v\rangle\neq0$ and $t\ge0$, the projected state $\psi(t)=e^{-tH}v$ satisfies

$$\frac{\langle\psi,H\psi\rangle}{\langle\psi,\psi\rangle}-E_0\le e^{-2gt}\,\frac{\langle v,Hv\rangle-E_0}{|\langle u,v\rangle|^2}.$$

For a Hamiltonian matrix in a finite orthonormal basis, this bounds how far the energy after exact imaginary-time propagation lies above the lowest eigenvalue of the matrix. Passing from that matrix to the unbounded Hamiltonian of a molecule in continuous space is a further step, which the hypotheses do not cover.

## States, energies and the gap

The space is `V`, and its inner product is conjugate-linear in the first slot.

```lean
import Mathlib

open scoped InnerProductSpace

namespace ImaginaryTimeProjection

noncomputable section

variable {V : Type*} [NormedAddCommGroup V] [InnerProductSpace ℂ V]
```

With $\hbar=1$, $t$ is an inverse energy. The state $\psi(t)$ is `project H t v`, left unnormalised.

```lean
/-- The unnormalised state `exp(-tH) v` after imaginary time `t`. -/
def project (H : V →L[ℂ] V) (t : ℝ) (v : V) : V :=
  NormedSpace.exp ((-(t : ℂ)) • H) v
```

Its energy is therefore divided by its squared norm. The real part `.re` only turns a complex number into a real one, since $\langle w,Hw\rangle$ is real for Hermitian $H$.

```lean
/-- For symmetric `H`, the Rayleigh quotient `⟨w, H w⟩ / ⟨w, w⟩` of a nonzero state `w`; in general,
its real part. -/
def rayleigh (H : V →L[ℂ] V) (w : V) : ℝ := (⟪w, H w⟫_ℂ).re / ‖w‖ ^ 2
```

The gap is a condition on mean energies: $\langle w,Hw\rangle\ge(E_0+g)\|w\|^2$ whenever $w\perp u$. It makes the ground state nondegenerate, and $g$ may be any positive lower bound on the true gap. Hermiticity is a separate hypothesis, `IsSymmetric`.

```lean
/-- The unit vector `u` is an eigenvector of `H` with eigenvalue `E₀`, and every `w` orthogonal to
`u` satisfies `Re ⟨w, H w⟩ ≥ (E₀ + g) ‖w‖²`, with `g > 0`. -/
structure IsGappedGround (H : V →L[ℂ] V) (u : V) (E₀ g : ℝ) : Prop where
  unit : ‖u‖ = 1
  eigen : H u = (E₀ : ℂ) • u
  gap_pos : 0 < g
  gap : ∀ w, ⟪u, w⟫_ℂ = 0 → (E₀ + g) * ‖w‖ ^ 2 ≤ (⟪w, H w⟫_ℂ).re
```

In finite dimension the condition follows from the spectrum. Take an orthonormal eigenbasis $b_i$ with energies $l_i$, and $w\perp u$. Then

$$\langle w,Hw\rangle=\sum_i l_i|\langle b_i,w\rangle|^2,\qquad \|w\|^2=\sum_i|\langle b_i,w\rangle|^2,$$

so it suffices to compare terms (`hterm`). Only $l_i<E_0+g$ needs an argument. Hermiticity gives $(l_i-E_0)\langle u,b_i\rangle=0$, so $b_i-\langle u,b_i\rangle u$ is orthogonal to $u$ and, unless zero, an eigenvector with energy $l_i$. The spectral hypothesis forbids that, so $b_i$ is parallel to $u$ and $\langle b_i,w\rangle=0$.

```lean
/-- In finite dimension, a symmetric `H` with unit eigenvector `u` of energy `E₀` is gapped by
`g > 0` if all eigenvectors orthogonal to `u` have eigenvalue at least `E₀ + g`. -/
theorem gapped_of_eigenvalues [FiniteDimensional ℂ V] {H : V →L[ℂ] V} {u : V} {E₀ g : ℝ}
    (hs : (H : V →ₗ[ℂ] V).IsSymmetric) (h1 : ‖u‖ = 1) (hu : H u = (E₀ : ℂ) • u) (hg : 0 < g)
    (hev : ∀ (μ : ℝ) (w : V), w ≠ 0 → ⟪u, w⟫_ℂ = 0 → H w = (μ : ℂ) • w → E₀ + g ≤ μ) :
    IsGappedGround H u E₀ g := by
  refine ⟨h1, hu, hg, fun w hw => ?_⟩
  have hs' : ∀ x y, ⟪H x, y⟫_ℂ = ⟪x, H y⟫_ℂ := hs
  obtain ⟨b, l, hb⟩ : ∃ (b : OrthonormalBasis (Fin (Module.finrank ℂ V)) ℂ V)
      (l : Fin (Module.finrank ℂ V) → ℝ), ∀ i, H (b i) = (l i : ℂ) • b i :=
    ⟨hs.eigenvectorBasis rfl, hs.eigenvalues rfl, fun i => hs.apply_eigenvectorBasis rfl i⟩
  have hterm : ∀ i, (E₀ + g) * ‖⟪b i, w⟫_ℂ‖ ^ 2 ≤ l i * ‖⟪b i, w⟫_ℂ‖ ^ 2 := by
    intro i
    by_cases hi : E₀ + g ≤ l i
    · exact mul_le_mul_of_nonneg_right hi (sq_nonneg _)
    -- a basis vector below the gap is parallel to `u`
    have hc : (l i : ℂ) * ⟪u, b i⟫_ℂ = E₀ * ⟪u, b i⟫_ℂ := by
      rw [← inner_smul_right, ← hb, ← hs', hu, inner_smul_left, Complex.conj_ofReal]
    have hr : b i - ⟪u, b i⟫_ℂ • u = 0 := by
      by_contra hne
      refine hi (hev (l i) _ hne ?_ ?_)
      · rw [inner_sub_right, inner_smul_right, inner_self_eq_norm_sq_to_K, h1]
        simp
      · rw [map_sub, map_smul, hb, hu, smul_sub, smul_smul, smul_smul, hc, mul_comm]
    have hz : ⟪b i, w⟫_ℂ = 0 := by
      rw [sub_eq_zero.mp hr, inner_smul_left, hw, mul_zero]
    simp [hz]
  have hsum : (⟪w, H w⟫_ℂ).re = ∑ i, l i * ‖⟪b i, w⟫_ℂ‖ ^ 2 := by
    rw [← b.sum_inner_mul_inner w (H w), Complex.re_sum]
    refine Finset.sum_congr rfl fun i _ => ?_
    rw [← hs', hb, inner_smul_left, Complex.conj_ofReal, ← inner_conj_symm w (b i)]
    generalize ⟪b i, w⟫_ℂ = z
    rw [← Complex.normSq_eq_norm_sq, Complex.normSq_apply]
    simp only [Complex.mul_re, Complex.mul_im, Complex.conj_re, Complex.conj_im,
      Complex.ofReal_re, Complex.ofReal_im]
    ring
  rw [hsum, ← b.sum_sq_norm_inner_right w, Finset.mul_sum]
  exact Finset.sum_le_sum fun i _ => hterm i
```

## Evolution and overlap

Differentiating the exponential gives $\dot\psi=-H\psi$. Lean differentiates $e^{zH}$ in complex $z$ and then sets $z=-t$.

```lean
/-- The projected state obeys the imaginary-time Schrödinger equation `dψ/dt = -H ψ`. -/
theorem hasDerivAt_project [CompleteSpace V] (H : V →L[ℂ] V) (v : V) (t : ℝ) :
    HasDerivAt (fun s => project H s v) (-(H (project H t v))) t := by
  have h1 : HasDerivAt (fun z : ℂ => NormedSpace.exp (z • H))
      (H * NormedSpace.exp ((-(t : ℂ)) • H)) (-(t : ℂ)) :=
    hasDerivAt_exp_smul_const' H (-(t : ℂ))
  have h2 : HasDerivAt (fun z : ℂ => NormedSpace.exp (z • H) v)
      (H (project H t v)) (-(t : ℂ)) := by
    simpa [project] using h1.clm_apply (hasDerivAt_const _ v)
  have h3 : HasDerivAt (fun s : ℝ => -(s : ℂ)) (-1) t := by
    simpa using (hasDerivAt_id t).ofReal_comp.fun_neg
  simpa [project, Function.comp_def] using h2.scomp t h3
```

Since $\langle u,H\psi\rangle=\langle Hu,\psi\rangle=E_0\langle u,\psi\rangle$,

$$\frac{d}{dt}\left(e^{E_0t}\langle u,\psi\rangle\right)=e^{E_0t}\left(E_0\langle u,\psi\rangle-\langle u,H\psi\rangle\right)=0,$$

and hence $\langle u,\psi(t)\rangle=e^{-E_0t}\langle u,v\rangle$.

```lean
/-- For symmetric `H`, the overlap of the projected state with an eigenvector of energy `E₀`
is the initial overlap times `exp(-E₀ t)`. -/
theorem inner_project [CompleteSpace V] {H : V →L[ℂ] V} {u : V} {E₀ : ℝ}
    (hs : (H : V →ₗ[ℂ] V).IsSymmetric) (hu : H u = (E₀ : ℂ) • u) (v : V) (t : ℝ) :
    ⟪u, project H t v⟫_ℂ = (Real.exp (-(E₀ * t)) : ℂ) * ⟪u, v⟫_ℂ := by
  have hs' : ∀ x y, ⟪H x, y⟫_ℂ = ⟪x, H y⟫_ℂ := hs
  have hd : ∀ s : ℝ, HasDerivAt
      (fun s : ℝ => ((Real.exp (E₀ * s) : ℝ) : ℂ) * ⟪u, project H s v⟫_ℂ) 0 s := by
    intro s
    have h1 : HasDerivAt (fun s : ℝ => Real.exp (E₀ * s)) (Real.exp (E₀ * s) * E₀) s := by
      simpa using ((hasDerivAt_id s).const_mul E₀).exp
    have h2 := (hasDerivAt_const s u).inner ℂ (hasDerivAt_project H v s)
    refine (h1.ofReal_comp.fun_mul h2).congr_deriv ?_
    rw [inner_neg_right, ← hs', hu, inner_smul_left, Complex.conj_ofReal, inner_zero_left]
    push_cast
    ring
  have hc := is_const_of_deriv_eq_zero (fun s => (hd s).differentiableAt)
    (fun s => (hd s).deriv) t 0
  have h0 : project H 0 v = v := by simp [project]
  simp only [mul_zero, Real.exp_zero, h0, Complex.ofReal_one, one_mul] at hc
  rw [← hc, ← mul_assoc, ← Complex.ofReal_mul, ← Real.exp_add]
  simp
```

## Decay of the excess energy

For an unnormalised state, $\langle x,(H-E_0)x\rangle=\langle x,Hx\rangle-E_0\|x\|^2$.

```lean
/-- For any vector `x`, the real part of `⟨x, (H - E₀) x⟩` is the real part of `⟨x, H x⟩` minus
`E₀ ‖x‖²`. -/
theorem excess_eq (H : V →L[ℂ] V) (E₀ : ℝ) (x : V) :
    (⟪x, H x - (E₀ : ℂ) • x⟫_ℂ).re = (⟪x, H x⟫_ℂ).re - E₀ * ‖x‖ ^ 2 := by
  have hn : (⟪x, x⟫_ℂ).re = ‖x‖ ^ 2 := inner_self_eq_norm_sq (𝕜 := ℂ) x
  rw [inner_sub_right, inner_smul_right, Complex.sub_re, Complex.re_ofReal_mul, hn]
```

Put $a=(H-E_0)w$, $r=w-\langle u,w\rangle u$ and $q=\langle w,a\rangle$. Then $\langle u,a\rangle=0$ and $(H-E_0)r=a$, so $q=\langle r,a\rangle$. The gap and Cauchy–Schwarz give

$$g\|r\|^2\le q\le\|r\|\,\|a\|.$$

Thus $q\ge0$ and $g\|r\|\le\|a\|$ (trivially if $r=0$), and so $gq\le g\|r\|\,\|a\|\le\|a\|^2$.

```lean
/-- For symmetric `H` with ground state gapped by `g`, and any vector `w`, normalised or not,
`⟨w, (H - E₀) w⟩` is nonnegative, and `g` times it is at most `‖(H - E₀) w‖²`. -/
theorem gap_sq {H : V →L[ℂ] V} {u : V} {E₀ g : ℝ} (hs : (H : V →ₗ[ℂ] V).IsSymmetric)
    (h : IsGappedGround H u E₀ g) (w : V) :
    0 ≤ (⟪w, H w - (E₀ : ℂ) • w⟫_ℂ).re ∧
      g * (⟪w, H w - (E₀ : ℂ) • w⟫_ℂ).re ≤ ‖H w - (E₀ : ℂ) • w‖ ^ 2 := by
  have hs' : ∀ x y, ⟪H x, y⟫_ℂ = ⟪x, H y⟫_ℂ := hs
  have ha : ⟪u, H w - (E₀ : ℂ) • w⟫_ℂ = 0 := by
    rw [inner_sub_right, ← hs', h.eigen, inner_smul_left, inner_smul_right,
      Complex.conj_ofReal, sub_self]
  -- remove the ground-state component
  obtain ⟨r, hr⟩ : ∃ r, r = w - ⟪u, w⟫_ℂ • u := ⟨_, rfl⟩
  have hur : ⟪u, r⟫_ℂ = 0 := by
    rw [hr, inner_sub_right, inner_smul_right, inner_self_eq_norm_sq_to_K, h.unit]
    simp
  have hHr : H r - (E₀ : ℂ) • r = H w - (E₀ : ℂ) • w := by
    rw [hr, map_sub, map_smul, h.eigen]
    module
  have hra : ⟪r, H w - (E₀ : ℂ) • w⟫_ℂ = ⟪w, H w - (E₀ : ℂ) • w⟫_ℂ := by
    rw [hr, inner_sub_left, inner_smul_left, ha, mul_zero, sub_zero]
  have hq := excess_eq H E₀ r
  rw [hHr, hra] at hq
  have hgap := h.gap r hur
  have hcs := (Complex.re_le_norm _).trans (norm_inner_le_norm (𝕜 := ℂ) r (H w - (E₀ : ℂ) • w))
  rw [hra] at hcs
  have hg := h.gap_pos
  generalize (⟪w, H w - (E₀ : ℂ) • w⟫_ℂ).re = q at *
  have hlow : g * ‖r‖ ^ 2 ≤ q := by linarith
  have hR : g * ‖r‖ ≤ ‖H w - (E₀ : ℂ) • w‖ := by
    rcases (norm_nonneg r).eq_or_lt with h0 | h0
    · rw [← h0, mul_zero]
      exact norm_nonneg _
    · exact le_of_mul_le_mul_left (by linarith : ‖r‖ * (g * ‖r‖) ≤ ‖r‖ * _) h0
  refine ⟨le_trans (by positivity) hlow, ?_⟩
  linarith [mul_le_mul_of_nonneg_left hcs hg.le,
    mul_le_mul_of_nonneg_right hR (norm_nonneg (H w - (E₀ : ℂ) • w))]
```

Let $D(t)=\langle\psi,(H-E_0)\psi\rangle$. By the last inequality,

$$\dot D=-2\langle H\psi,(H-E_0)\psi\rangle=-2\|(H-E_0)\psi\|^2-2E_0D\le-2(E_0+g)D.$$

So $e^{2(E_0+g)t}D(t)$ never increases. In Lean, `hfin` is the differential inequality and `antitone_of_deriv_nonpos` integrates it.

```lean
/-- For symmetric `H` with ground state gapped by `g`, and `t ≥ 0`, the unnormalised projected state
`ψ = exp(-tH) v` has `⟨ψ, (H - E₀) ψ⟩` at most `exp(-2(E₀+g)t)` times `⟨v, (H - E₀) v⟩`. -/
theorem excess_decay [CompleteSpace V] {H : V →L[ℂ] V} {u : V} {E₀ g : ℝ}
    (hs : (H : V →ₗ[ℂ] V).IsSymmetric) (h : IsGappedGround H u E₀ g) (v : V)
    {t : ℝ} (ht : 0 ≤ t) :
    (⟪project H t v, H (project H t v) - (E₀ : ℂ) • project H t v⟫_ℂ).re ≤
      Real.exp (-(2 * (E₀ + g) * t)) * (⟪v, H v - (E₀ : ℂ) • v⟫_ℂ).re := by
  have hs' : ∀ x y, ⟪H x, y⟫_ℂ = ⟪x, H y⟫_ℂ := hs
  have key : ∀ s : ℝ, ∃ d : ℝ, d ≤ 0 ∧ HasDerivAt (fun s : ℝ => Real.exp (2 * (E₀ + g) * s) *
      (⟪project H s v, H (project H s v) - (E₀ : ℂ) • project H s v⟫_ℂ).re) d s := by
    intro s
    have hw := hasDerivAt_project H v s
    have hH : HasDerivAt (fun s => H (project H s v)) (H (-(H (project H s v)))) s :=
      (H.restrictScalars ℝ).hasFDerivAt.comp_hasDerivAt s hw
    have hi := hw.inner ℂ (hH.sub (hw.const_smul (E₀ : ℂ)))
    have hr := Complex.reCLM.hasFDerivAt.comp_hasDerivAt s hi
    have he : HasDerivAt (fun s : ℝ => Real.exp (2 * (E₀ + g) * s))
        (Real.exp (2 * (E₀ + g) * s) * (2 * (E₀ + g))) s := by
      simpa using ((hasDerivAt_id s).const_mul (2 * (E₀ + g))).exp
    refine ⟨_, ?_, he.fun_mul hr⟩
    -- the sign of the derivative is the gap inequality
    have hfin : ∀ x : V, 2 * (E₀ + g) * (⟪x, H x - (E₀ : ℂ) • x⟫_ℂ).re +
        (⟪x, H (-(H x)) - (E₀ : ℂ) • (-(H x))⟫_ℂ + ⟪-(H x), H x - (E₀ : ℂ) • x⟫_ℂ).re ≤ 0 := by
      intro x
      have h1 := (gap_sq hs h x).2
      have hn : (⟪H x - (E₀ : ℂ) • x, H x - (E₀ : ℂ) • x⟫_ℂ).re = ‖H x - (E₀ : ℂ) • x‖ ^ 2 :=
        inner_self_eq_norm_sq (𝕜 := ℂ) _
      rw [← hn] at h1
      have h2 : ⟪x, H (H x)⟫_ℂ = ⟪H x, H x⟫_ℂ := (hs' _ _).symm
      have h3 : ⟪H x, x⟫_ℂ = ⟪x, H x⟫_ℂ := hs' _ _
      simp only [map_neg, inner_sub_left, inner_sub_right, inner_smul_left, inner_smul_right,
        inner_neg_left, inner_neg_right, Complex.conj_ofReal, Complex.sub_re, Complex.add_re,
        Complex.neg_re, Complex.re_ofReal_mul, h2, h3] at h1 ⊢
      linarith
    have hm := mul_le_mul_of_nonneg_left (hfin (project H s v))
      (Real.exp_pos (2 * (E₀ + g) * s)).le
    rw [mul_zero, mul_add, ← mul_assoc] at hm
    exact hm
  choose d hd0 hd using key
  have hanti := antitone_of_deriv_nonpos (fun s => (hd s).differentiableAt)
    (fun s => (hd s).deriv.le.trans (hd0 s)) ht
  have h0 : project H 0 v = v := by simp [project]
  simp only [mul_zero, Real.exp_zero, h0, one_mul] at hanti
  have hm := mul_le_mul_of_nonneg_left hanti (Real.exp_pos (-(2 * (E₀ + g) * t))).le
  rwa [← mul_assoc, ← Real.exp_add, neg_add_cancel, Real.exp_zero, one_mul] at hm
```

## The energy error

Because $\|u\|=1$, Cauchy–Schwarz gives $\|\psi\|\ge|\langle u,\psi\rangle|=e^{-E_0t}|\langle u,v\rangle|>0$. With $D(0)=\langle v,Hv\rangle-E_0\ge0$, the energy error is

$$\frac{D(t)}{\|\psi\|^2}\le\frac{e^{-2(E_0+g)t}D(0)}{e^{-2E_0t}|\langle u,v\rangle|^2}=e^{-2gt}\frac{D(0)}{|\langle u,v\rangle|^2}.$$

Lean proves the same inequality with the denominators multiplied out.

```lean
/-- For symmetric `H` with ground state `u` gapped by `g`, a unit trial state `v` overlapping
`u`, and `t ≥ 0`, the energy error of `exp(-tH) v` is at most
`exp(-2gt) (⟨v, H v⟩ - E₀) / |⟨u, v⟩|²`. -/
theorem projection_error [CompleteSpace V] {H : V →L[ℂ] V} {u v : V} {E₀ g t : ℝ}
    (hs : (H : V →ₗ[ℂ] V).IsSymmetric) (h : IsGappedGround H u E₀ g)
    (hv : ‖v‖ = 1) (huv : ⟪u, v⟫_ℂ ≠ 0) (ht : 0 ≤ t) :
    rayleigh H (project H t v) - E₀ ≤
      Real.exp (-(2 * g * t)) * ((⟪v, H v⟫_ℂ).re - E₀) / ‖⟪u, v⟫_ℂ‖ ^ 2 := by
  have hc : 0 < ‖⟪u, v⟫_ℂ‖ := norm_pos_iff.mpr huv
  -- the ground-state component bounds the norm from below
  have hov : Real.exp (-(E₀ * t)) * ‖⟪u, v⟫_ℂ‖ ≤ ‖project H t v‖ := by
    have h1 := norm_inner_le_norm (𝕜 := ℂ) u (project H t v)
    rwa [inner_project hs h.eigen, norm_mul, Complex.norm_real, Real.norm_eq_abs,
      abs_of_pos (Real.exp_pos _), h.unit, one_mul] at h1
  have hW : 0 < ‖project H t v‖ := lt_of_lt_of_le (by positivity) hov
  have hsq := pow_le_pow_left₀ (by positivity) hov 2
  have hD := excess_decay hs h v ht
  have hD0 := (gap_sq hs h v).1
  have hX : Real.exp (-(2 * (E₀ + g) * t)) =
      Real.exp (-(2 * g * t)) * Real.exp (-(E₀ * t)) ^ 2 := by
    rw [sq, ← Real.exp_add, ← Real.exp_add]
    congr 1
    ring
  rw [excess_eq, excess_eq, hv, one_pow, mul_one, hX] at hD
  rw [excess_eq, hv, one_pow, mul_one] at hD0
  have hR : rayleigh H (project H t v) - E₀ =
      ((⟪project H t v, H (project H t v)⟫_ℂ).re - E₀ * ‖project H t v‖ ^ 2) /
        ‖project H t v‖ ^ 2 := by
    rw [rayleigh, sub_div, mul_div_cancel_right₀ _ (pow_pos hW 2).ne']
  rw [hR, div_le_div_iff₀ (pow_pos hW 2) (pow_pos hc 2)]
  have hA := mul_le_mul_of_nonneg_right hD (sq_nonneg ‖⟪u, v⟫_ℂ‖)
  have hB := mul_le_mul_of_nonneg_left hsq
    (mul_nonneg (Real.exp_pos (-(2 * g * t))).le hD0)
  rw [mul_pow] at hB
  linarith
```

## A sufficient projection time

Suppose only that $D(0)\le M$ and $|\langle u,v\rangle|^2\ge p$, with $M,p>0$. The error is at most $\varepsilon>0$ once $e^{-2gt}M/p\le\varepsilon$, that is, once

$$t\ge\frac{1}{2g}\log\frac{M}{p\varepsilon}.$$

The condition $t\ge0$ stays separate, because the logarithm may be negative.

```lean
/-- For symmetric `H` with gapped ground state `u`, let a unit trial state have excess energy at
most `M > 0` and squared overlap with `u` at least `p > 0`. Any time `t ≥ 0` not less than
`log(M/(pε))/(2g)` brings the energy error down to `ε > 0`. -/
theorem projection_time [CompleteSpace V] {H : V →L[ℂ] V} {u v : V} {E₀ g t M p ε : ℝ}
    (hs : (H : V →ₗ[ℂ] V).IsSymmetric) (h : IsGappedGround H u E₀ g) (hv : ‖v‖ = 1)
    (hM : 0 < M) (hvM : (⟪v, H v⟫_ℂ).re - E₀ ≤ M) (hp : 0 < p) (hpv : p ≤ ‖⟪u, v⟫_ℂ‖ ^ 2)
    (hε : 0 < ε) (ht : 0 ≤ t) (hlog : Real.log (M / (p * ε)) / (2 * g) ≤ t) :
    rayleigh H (project H t v) - E₀ ≤ ε := by
  have huv : ⟪u, v⟫_ℂ ≠ 0 := by
    intro h0
    rw [h0, norm_zero] at hpv
    linarith
  have hg := h.gap_pos
  refine (projection_error hs h hv huv ht).trans ?_
  rw [div_le_iff₀ (lt_of_lt_of_le hp hpv)]
  rw [div_le_iff₀ (by positivity), Real.log_le_iff_le_exp (by positivity),
    div_le_iff₀ (by positivity)] at hlog
  have hYX : Real.exp (-(2 * g * t)) * Real.exp (t * (2 * g)) = 1 := by
    rw [← Real.exp_add, ← Real.exp_zero]
    congr 1
    ring
  calc Real.exp (-(2 * g * t)) * ((⟪v, H v⟫_ℂ).re - E₀)
      ≤ Real.exp (-(2 * g * t)) * (Real.exp (t * (2 * g)) * (p * ε)) :=
        mul_le_mul_of_nonneg_left (hvM.trans hlog) (Real.exp_pos _).le
    _ = ε * p := by rw [← mul_assoc, hYX]; ring
    _ ≤ ε * ‖⟪u, v⟫_ℂ‖ ^ 2 := mul_le_mul_of_nonneg_left hpv hε.le
```

One way to carry out the projection is to apply $e^{-\tau H}$ repeatedly with a short step $\tau$ and rescale the vector, which leaves its Rayleigh quotient unchanged. After $n$ steps, $t=n\tau$. In atomic units, $g=0.5$, $M=0.1$, $p=0.8$ and $\varepsilon=0.001$ give $t\ge\log125\approx4.83$, or 483 steps of $\tau=0.01$ if each exponential is applied exactly.

## A two-level system, and a trial state with no overlap

For unit $u$, the Hamiltonian $1-|u\rangle\langle u|$ gives $u$ energy 0 and every state orthogonal to it energy 1.

```lean
/-- The Hamiltonian `1 - |u⟩⟨u|`. -/
def excitation (u : V) : V →L[ℂ] V :=
  ContinuousLinearMap.id ℂ V - (innerSL ℂ u).smulRight u
```

With $u=(1,0)$ and $v=(3/5,4/5)$, we have $\|v\|^2=9/25+16/25=1$ and $\langle u,v\rangle=3/5$, so all the hypotheses on $H$, $u$ and $v$ are met.

```lean
/-- On a two-level system, `1 - |u⟩⟨u|` with `u = (1, 0)` is symmetric with ground energy `0` and
gap `1`, and the trial state `(3/5, 4/5)` is a unit vector overlapping `u`. -/
theorem projection_error_witness :
    let u : EuclideanSpace ℂ (Fin 2) := EuclideanSpace.single 0 1
    let v : EuclideanSpace ℂ (Fin 2) := !₂[3 / 5, 4 / 5]
    (excitation u : EuclideanSpace ℂ (Fin 2) →ₗ[ℂ] EuclideanSpace ℂ (Fin 2)).IsSymmetric ∧
      IsGappedGround (excitation u) u 0 1 ∧ ‖v‖ = 1 ∧ ⟪u, v⟫_ℂ ≠ 0 := by
  intro u v
  have hu : ‖u‖ = 1 := by simp [u]
  have hE : ∀ x, excitation u x = x - ⟪u, x⟫_ℂ • u := fun x => rfl
  refine ⟨?_, ⟨hu, ?_, one_pos, ?_⟩, ?_, ?_⟩
  · intro x y
    change ⟪excitation u x, y⟫_ℂ = ⟪x, excitation u y⟫_ℂ
    rw [hE, hE, inner_sub_left, inner_sub_right, inner_smul_left, inner_smul_right,
      inner_conj_symm, mul_comm]
  · rw [hE, inner_self_eq_norm_sq_to_K, hu]
    simp
  · intro w hw
    have hn : (⟪w, w⟫_ℂ).re = ‖w‖ ^ 2 := inner_self_eq_norm_sq (𝕜 := ℂ) w
    rw [hE, hw, zero_smul, sub_zero, hn, zero_add, one_mul]
  · rw [EuclideanSpace.norm_eq, Real.sqrt_eq_one]
    simp [v, Fin.sum_univ_two]
    norm_num
  · simp [u, v, EuclideanSpace.inner_single_left]

end

end ImaginaryTimeProjection
```

If $v=(0,1)$ instead, the overlap vanishes and $e^{-tH}v=e^{-t}v$. The energy error stays at 1 for all $t$, so the bound needs $\langle u,v\rangle\ne0$; with Lean's convention $x/0=0$ it would read $1\le0$.

```lean
#print axioms ImaginaryTimeProjection.gapped_of_eigenvalues
-- 'ImaginaryTimeProjection.gapped_of_eigenvalues' depends on axioms: [propext, Classical.choice, Quot.sound]
#print axioms ImaginaryTimeProjection.projection_time
-- 'ImaginaryTimeProjection.projection_time' depends on axioms: [propext, Classical.choice, Quot.sound]
```
